# At positive temperature, the Stokes shift between two energy surfaces on a finite configuration set is nonnegative

Let $U_0$ and $U_1$ be real energies on the same finite, nonempty set of configurations $i$, and let $\beta>0$. Write $g_i=U_1(i)-U_0(i)$ for the vertical gap, $\langle\cdot\rangle_0$ and $\langle\cdot\rangle_1$ for the Boltzmann averages on the two surfaces, and $Z_0$, $Z_1$ for their partition functions. With $\Delta F=-\beta^{-1}\ln(Z_1/Z_0)$,

$$\langle g\rangle_1\le\Delta F\le\langle g\rangle_0 .$$

The Stokes shift $\langle g\rangle_0-\langle g\rangle_1$ is therefore nonnegative, and it vanishes exactly when $g_i$ is the same for every $i$. In a classical simulation of electron transfer with finitely many configurations, exact equilibrium averages of the gap on the two surfaces thus bracket the reaction free energy; averages with sampling error need not.

## Finitely many configurations, shared by both surfaces

A configuration stands for an arrangement of the nuclei and the solvent. Both electronic states are evaluated at the same arrangement, so $g_i$ is the energy of a vertical transition. If surface 0 is the ground state and surface 1 the excited state, $\langle g\rangle_0$ is the mean absorption energy and $\langle g\rangle_1$ the mean emission energy after relaxation, without weighting by transition strengths. The energies are arbitrary: no parabolic surfaces or Gaussian gap statistics are assumed.

In Lean the configurations form a type `ι` with a `Fintype` instance, and a surface is a function `ι → ℝ`.

```lean
import Mathlib

open Finset

noncomputable section

namespace MarcusStokesShift

variable {ι : Type*} [Fintype ι]
```

Finiteness turns every thermal average into a finite sum. The partition function is $Z_a=\sum_i e^{-\beta U_a(i)}$ for $a=0,1$, and the Boltzmann probability is $p_a(i)=e^{-\beta U_a(i)}/Z_a$.

```lean
/-- The partition function of the energy surface `U` at inverse temperature `β`. -/
def partitionFn (β : ℝ) (U : ι → ℝ) : ℝ := ∑ i, Real.exp (-β * U i)

/-- The Boltzmann probability of configuration `i` on the surface `U`. -/
def boltzmann (β : ℝ) (U : ι → ℝ) (i : ι) : ℝ :=
  Real.exp (-β * U i) / partitionFn β U
```

The average of an observable $A$ is $\langle A\rangle_a=\sum_i p_a(i)A_i$. In `average β U A` the surface that sets the weights comes first and the observable second.

```lean
/-- The thermal average of the observable `A` on the surface `U`. -/
def average (β : ℝ) (U A : ι → ℝ) : ℝ := ∑ i, boltzmann β U i * A i
```

The next three definitions fix the signs: the gap is surface 1 minus surface 0, $\Delta F$ is the free energy of surface 1 minus that of surface 0, and the Stokes shift is the mean gap on surface 0 minus the mean gap on surface 1.

```lean
/-- The vertical energy gap between the surfaces at a fixed configuration. -/
def gap (U0 U1 : ι → ℝ) (i : ι) : ℝ := U1 i - U0 i

/-- The free-energy difference `-(1/β) ln (Z1/Z0)`, for `β ≠ 0` and a nonempty
set of configurations. -/
def freeEnergyDiff (β : ℝ) (U0 U1 : ι → ℝ) : ℝ :=
  -(1 / β) * Real.log (partitionFn β U1 / partitionFn β U0)

/-- The Stokes shift: the mean vertical gap in equilibrium on surface 0 minus
the mean vertical gap in equilibrium on surface 1. -/
def stokesShift (β : ℝ) (U0 U1 : ι → ℝ) : ℝ :=
  average β U0 (gap U0 U1) - average β U1 (gap U0 U1)
```

For continuous coordinates the sums would become integrals. Their convergence would then be an additional assumption, and a vanishing shift could fix the gap only up to a set of measure zero.

## At least one configuration

Physically, the system must have some state to be in. By hand, this makes $Z_a$ a nonempty sum of positive exponentials, so $Z_a>0$ and

$$\sum_i p_a(i)=\frac{1}{Z_a}\sum_i e^{-\beta U_a(i)}=1 .$$

The proof uses `Nonempty ι` in the same place: `partitionFn_pos` gives positivity, and `boltzmann_sum` divides the partition function by itself.

```lean
/-- The partition function is positive. -/
theorem partitionFn_pos [Nonempty ι] (β : ℝ) (U : ι → ℝ) : 0 < partitionFn β U :=
  Finset.sum_pos (fun _ _ => Real.exp_pos _) Finset.univ_nonempty

/-- The Boltzmann probabilities sum to one. -/
theorem boltzmann_sum [Nonempty ι] (β : ℝ) (U : ι → ℝ) :
    ∑ i, boltzmann β U i = 1 := by
  simp only [boltzmann, ← Finset.sum_div]
  exact div_self (partitionFn_pos β U).ne'
```

On an empty set $Z_a=0$, so the probabilities cannot sum to one and $\Delta F$ would contain the logarithm of $0/0$.

## A nonzero inverse temperature

Here $\beta=1/(k_{\mathrm B}T)$, with $T$ the temperature and $k_{\mathrm B}$ the Boltzmann constant; both surfaces are in equilibrium at the same $T$. The condition $\beta\ne0$ gives meaning to the factor $1/\beta$ in $\Delta F$. By hand it is used to write $e^{\beta\Delta F}=Z_0/Z_1$, from which

$$p_1(i)=\frac{e^{-\beta U_0(i)}e^{-\beta g_i}}{Z_1}
=p_0(i)\,e^{-\beta g_i}\,\frac{Z_0}{Z_1}
=p_0(i)\,e^{-\beta(g_i-\Delta F)} .$$

In `boltzmann_reweight`, `hF` cancels $\beta$ against $1/\beta$, `hE` exponentiates the result, and `hX` combines the exponents so that $U_0(i)$ drops out.

```lean
/-- The Boltzmann probability on surface 1 is the one on surface 0 times `exp (-β (gap - dF))`,
where `dF` is the free-energy difference. -/
theorem boltzmann_reweight [Nonempty ι] {β : ℝ} (hβ : β ≠ 0) (U0 U1 : ι → ℝ) (i : ι) :
    boltzmann β U1 i = boltzmann β U0 i *
      Real.exp (-β * (gap U0 U1 i - freeEnergyDiff β U0 U1)) := by
  have h0 := partitionFn_pos β U0
  have h1 := partitionFn_pos β U1
  have hF : β * freeEnergyDiff β U0 U1
      = -Real.log (partitionFn β U1 / partitionFn β U0) := by
    rw [freeEnergyDiff]
    field_simp
  have hE : Real.exp (β * freeEnergyDiff β U0 U1)
      = partitionFn β U0 / partitionFn β U1 := by
    rw [hF, Real.exp_neg, Real.exp_log (div_pos h1 h0), inv_div]
  -- the energy of surface 0 cancels between weight and gap
  have hX : Real.exp (-β * U0 i) *
      Real.exp (-β * (gap U0 U1 i - freeEnergyDiff β U0 U1))
      = Real.exp (-β * U1 i) * Real.exp (β * freeEnergyDiff β U0 U1) := by
    rw [← Real.exp_add, ← Real.exp_add]
    congr 1
    unfold gap
    ring
  rw [boltzmann, boltzmann, div_mul_eq_mul_div, hX, hE]
  have h0' := h0.ne'
  have h1' := h1.ne'
  field_simp
```

Now set $x_i=-\beta(g_i-\Delta F)$. Since $p_0(i)e^{x_i}=p_1(i)$,

$$\begin{aligned}
\sum_i p_0(i)\,(e^{x_i}-1-x_i)
&=\sum_i p_1(i)-\sum_i p_0(i)+\beta\sum_i p_0(i)(g_i-\Delta F)\\
&=\beta\,(\langle g\rangle_0-\Delta F).
\end{aligned}$$

This is `excess_gap_eq`. Its step `hterm` rewrites a single term of the sum by the reweighting relation; summation and the normalisation of both ensembles do the rest.

```lean
/-- The excess of the mean gap on surface 0 over the free-energy difference, in units of `1/β`, is
the average on surface 0 of `exp x - 1 - x` with `x = -β (gap - dF)`, where `dF` is the free-energy
difference. -/
theorem excess_gap_eq [Nonempty ι] {β : ℝ} (hβ : β ≠ 0) (U0 U1 : ι → ℝ) :
    β * (average β U0 (gap U0 U1) - freeEnergyDiff β U0 U1) =
      average β U0 (fun i =>
        Real.exp (-β * (gap U0 U1 i - freeEnergyDiff β U0 U1)) - 1
          - (-β * (gap U0 U1 i - freeEnergyDiff β U0 U1))) := by
  have hterm : ∀ i, boltzmann β U0 i *
      (Real.exp (-β * (gap U0 U1 i - freeEnergyDiff β U0 U1)) - 1
        - (-β * (gap U0 U1 i - freeEnergyDiff β U0 U1)))
      = boltzmann β U1 i - boltzmann β U0 i + β * (boltzmann β U0 i * gap U0 U1 i)
        - β * freeEnergyDiff β U0 U1 * boltzmann β U0 i := by
    intro i
    linear_combination -(boltzmann_reweight hβ U0 U1 i)
  -- normalisation of both ensembles removes the first two terms
  simp only [average, hterm, Finset.sum_sub_distrib, Finset.sum_add_distrib,
    ← Finset.mul_sum, boltzmann_sum]
  ring
```

At $\beta=0$ both ensembles are uniform and the two mean gaps coincide. Lean would evaluate $1/0$ as $0$ and so return $\Delta F=0$, which need not equal that common mean.

## A positive inverse temperature

Positive $\beta$ means that lower energies are more probable, as in ordinary thermal equilibrium. The derivation uses the sign once, when it divides an inequality by $\beta$.

The function $f(x)=e^x-1-x$ has derivative $e^x-1$, which is negative for $x<0$ and positive for $x>0$. Its only minimum is $f(0)=0$, so $f(x)\ge0$, with equality only at $x=0$. Every term $p_0(i)f(x_i)$ is then nonnegative, hence $\beta(\langle g\rangle_0-\Delta F)\ge0$, and division by $\beta>0$ gives $\Delta F\le\langle g\rangle_0$.

In Lean, `Real.add_one_le_exp` supplies $1+x\le e^x$, and the division is done by contradiction: a negative difference times a positive $\beta$ would be negative.

```lean
/-- The free-energy difference is at most the mean gap on surface 0. -/
theorem freeEnergyDiff_le_average [Nonempty ι] {β : ℝ} (hβ : 0 < β) (U0 U1 : ι → ℝ) :
    freeEnergyDiff β U0 U1 ≤ average β U0 (gap U0 U1) := by
  have key := excess_gap_eq hβ.ne' U0 U1
  have hnn : 0 ≤ β * (average β U0 (gap U0 U1) - freeEnergyDiff β U0 U1) := by
    rw [key]
    refine Finset.sum_nonneg fun i _ => mul_nonneg
      (div_pos (Real.exp_pos _) (partitionFn_pos β U0)).le ?_
    linarith [Real.add_one_le_exp (-β * (gap U0 U1 i - freeEnergyDiff β U0 U1))]
  by_contra h
  have := mul_neg_of_pos_of_neg hβ (sub_neg.2 (not_le.1 h))
  linarith
```

For the lower bound, exchange the surfaces. The gap becomes $-g$, the free-energy difference becomes $-\Delta F$, and the reference ensemble becomes that of surface 1. The upper bound then reads $-\Delta F\le-\langle g\rangle_1$, which is $\langle g\rangle_1\le\Delta F$. The two sign changes are `hA` and `hF`.

```lean
/-- The mean gap on surface 1 is at most the free-energy difference. -/
theorem average_le_freeEnergyDiff [Nonempty ι] {β : ℝ} (hβ : 0 < β) (U0 U1 : ι → ℝ) :
    average β U1 (gap U0 U1) ≤ freeEnergyDiff β U0 U1 := by
  -- exchange the surfaces: both the gap and the free-energy difference change sign
  have h := freeEnergyDiff_le_average hβ U1 U0
  have hF : freeEnergyDiff β U1 U0 = -freeEnergyDiff β U0 U1 := by
    unfold freeEnergyDiff
    rw [← inv_div (partitionFn β U1) (partitionFn β U0), Real.log_inv]
    ring
  have hA : average β U1 (gap U1 U0) = -average β U1 (gap U0 U1) := by
    unfold average
    rw [← Finset.sum_neg_distrib]
    refine Finset.sum_congr rfl fun i _ => ?_
    unfold gap
    ring
  linarith
```

For $\beta<0$ the identity for the excess still holds, but the division reverses both inequalities, and the Stokes shift is nonpositive.

## A gap that is the same in every configuration

This condition is not assumed for the bounds; it characterises a zero Stokes shift. It means that $U_1$ is $U_0$ moved rigidly in energy, so the electronic transition leaves the nuclei and the solvent nothing to relax towards.

Suppose first that $\Delta F=\langle g\rangle_0$. The sum of the terms $p_0(i)f(x_i)$ is then zero. None of them is negative, so each is zero; since $p_0(i)>0$, $f(x_i)=0$ and $x_i=0$. As $\beta\ne0$, this gives $g_i=\Delta F$ for every $i$.

The proof of `gap_eq_of_saturated` takes the contrapositive route. If one configuration had $g_i\ne\Delta F$, the strict inequality `Real.add_one_lt_exp` would make its term positive, and `Finset.sum_pos'` would make the whole sum positive.

```lean
/-- If the free-energy difference equals the mean gap on surface 0, then the gap
equals the free-energy difference in every configuration. -/
theorem gap_eq_of_saturated [Nonempty ι] {β : ℝ} (hβ : 0 < β) (U0 U1 : ι → ℝ)
    (h : freeEnergyDiff β U0 U1 = average β U0 (gap U0 U1)) (i : ι) :
    gap U0 U1 i = freeEnergyDiff β U0 U1 := by
  have key := excess_gap_eq hβ.ne' U0 U1
  rw [← h, sub_self, mul_zero] at key
  by_contra hne
  have hx : -β * (gap U0 U1 i - freeEnergyDiff β U0 U1) ≠ 0 :=
    mul_ne_zero (neg_ne_zero.2 hβ.ne') (sub_ne_zero.2 hne)
  -- one configuration off the mean makes the whole average positive
  refine absurd key (ne_of_lt (Finset.sum_pos' (fun j _ => ?_) ⟨i, Finset.mem_univ i, ?_⟩))
  · refine mul_nonneg (div_pos (Real.exp_pos _) (partitionFn_pos β U0)).le ?_
    linarith [Real.add_one_le_exp (-β * (gap U0 U1 j - freeEnergyDiff β U0 U1))]
  · refine mul_pos (div_pos (Real.exp_pos _) (partitionFn_pos β U0)) ?_
    linarith [Real.add_one_lt_exp hx]
```

If the Stokes shift is zero, then $\langle g\rangle_1=\langle g\rangle_0$. Since $\Delta F$ lies between them, it equals both, and the previous argument makes the gap constant. Conversely, if $g_i=c$ for all $i$, normalisation gives $\langle g\rangle_0=\langle g\rangle_1=c$, and the shift is zero.

For $\beta>0$ and at least one configuration, the theorem `stokesShift_main` states four facts together: the lower bound, the upper bound, the sign of the shift, and the equivalence. The last is written with `∃ c, ∀ i, U1 i - U0 i = c`: one number $c$ serves for all configurations.

```lean
/-- The free-energy difference lies between the mean gaps on the two surfaces; the
Stokes shift is nonnegative, and it vanishes exactly when the gap is constant. -/
theorem stokesShift_main [Nonempty ι] {β : ℝ} (hβ : 0 < β) (U0 U1 : ι → ℝ) :
    average β U1 (gap U0 U1) ≤ freeEnergyDiff β U0 U1 ∧
    freeEnergyDiff β U0 U1 ≤ average β U0 (gap U0 U1) ∧
    0 ≤ stokesShift β U0 U1 ∧
    (stokesShift β U0 U1 = 0 ↔ ∃ c, ∀ i, U1 i - U0 i = c) := by
  have hl := average_le_freeEnergyDiff hβ U0 U1
  have hu := freeEnergyDiff_le_average hβ U0 U1
  refine ⟨hl, hu, sub_nonneg.2 (hl.trans hu), fun h => ?_, ?_⟩
  · unfold stokesShift at h
    exact ⟨_, gap_eq_of_saturated hβ U0 U1 (by linarith)⟩
  · rintro ⟨c, hc⟩
    simp only [stokesShift, average, gap, hc, ← Finset.sum_mul, boltzmann_sum, sub_self]
```

Without a constant gap, and with the other hypotheses in force, the Stokes shift is strictly positive.

## Two configurations, with no condition on $\beta$

Take two configurations with energies $0,0$ on surface 0 and $0,\varepsilon$ on surface 1, where $\varepsilon$ is any real number. With $y=e^{-\beta\varepsilon}$, the averages are $\langle g\rangle_0=\varepsilon/2$ and $\langle g\rangle_1=\varepsilon y/(1+y)$, so the shift is

$$\frac{\varepsilon}{2}-\frac{\varepsilon y}{1+y}=\frac{\varepsilon}{2}\,\frac{1-y}{1+y}.$$

The Lean proof expands the two-term sums, replaces the exponential by a positive variable (named `x` there), and clears denominators.

```lean
/-- For two configurations with energies `0, 0` on surface 0 and `0, ε` on surface 1, the Stokes
shift is `(ε/2) (1 - exp(-βε)) / (1 + exp(-βε))`. -/
theorem stokesShift_two_configurations (β ε : ℝ) :
    stokesShift β (fun _ : Fin 2 => 0) ![0, ε] =
      ε / 2 * ((1 - Real.exp (-β * ε)) / (1 + Real.exp (-β * ε))) := by
  have hpos := Real.exp_pos (-β * ε)
  simp only [stokesShift, average, boltzmann, partitionFn, gap, Fin.sum_univ_two,
    Matrix.cons_val_zero, Matrix.cons_val_one, mul_zero, Real.exp_zero, sub_zero, zero_add]
  generalize Real.exp (-β * ε) = x at hpos ⊢
  have hx : 1 + x ≠ 0 := by positivity
  field_simp
  ring

end MarcusStokesShift
```

The formula holds for every real $\beta$ and shows what the sign condition does. For $\varepsilon\ne0$ the shift is positive when $\beta>0$ and negative when $\beta<0$. At $\beta=0$ it vanishes although the gap is not constant, so the equivalence fails there.

```lean
#print axioms MarcusStokesShift.stokesShift_main
-- 'MarcusStokesShift.stokesShift_main' depends on axioms: [propext, Classical.choice, Quot.sound]
#print axioms MarcusStokesShift.stokesShift_two_configurations
-- 'MarcusStokesShift.stokesShift_two_configurations' depends on axioms: [propext, Classical.choice, Quot.sound]
```
